# For a Fermi sea in a uniform infinite one-band chain, nearest neighbours carry at most 8/π² of the squared off-site density matrix

## A Fermi sea from \(-k_F\) to \(k_F\)

Take an infinite chain with one orthonormal orbital per site and lattice constant 1. Its Bloch states have wavevectors \(q\in[-\pi,\pi]\), and those with \(|q|\le k_F\) are filled. For one spin channel, the density matrix element between two sites at distance \(d\in\mathbb Z\) is

\[
P_d=\frac1{2\pi}\int_{-k_F}^{k_F}\cos(qd)\,dq .
\]

The sine part of the plane wave integrates to zero, so \(P_d\) is real and \(P_{-d}=P_d\). The on-site element \(P_0\) is the filling per spin. Half filling means \(k_F=\pi/2\), which with two equally filled spin channels is one electron per site.

The nearest-neighbour share is the part of the off-site weight that sits at \(d=\pm1\):

\[
S(k_F)=\frac{P_1^2+P_{-1}^2}{\sum_{d\neq0}P_d^2}.
\]

## Squared elements as charge correlations

In a single Slater determinant, the occupations \(n_0\) and \(n_d\) of two different sites in the same spin channel satisfy

\[
\langle n_0n_d\rangle-\langle n_0\rangle\langle n_d\rangle=-P_d^2 ,
\]

and the variance of \(n_0\) is \(P_0-P_0^2\). The squares \(P_d^2\) therefore show how the charge fluctuation of one site is compensated at each distance.

The intersite term of a DFT+U+V functional also weights squared off-site occupation-matrix elements. In this non-interacting one-band chain at half filling, a \(V\) restricted to nearest neighbours reaches about 81 percent of their total. This is a share of squared elements. It is not a share of the interaction energy, which would depend on how \(V\) decays with distance.

## What the theorems say

`bondOrder kF d` is \(P_d\), defined by the integral above, with `kF` real and `d` an integer. It refers to one spin channel; the Coulson bond order of a closed shell is twice as large. `nearestShare kF` is \(S(k_F)\), and its denominator is the actual infinite sum, written `∑'`, over the type `{d : ℤ // d ≠ 0}` of nonzero integers.

- `offsite_sum_rule`: for \(0\le k_F\le\pi\), the squares \(P_d^2\) over all nonzero \(d\) sum to \(P_0-P_0^2\). `HasSum` means that the series converges to this value whatever the order of its terms.
- `nearestShare_eq`: for \(0<k_F<\pi\), \(S(k_F)=2\sin^2k_F/\bigl(k_F(\pi-k_F)\bigr)\).
- `half_filled_chain`: at \(k_F=\pi/2\) the sum is \(1/4\) and the share is \(8/\pi^2\).
- `half_filled_percentage`: this share lies strictly between 0.81 and 0.811.
- `nearestShare_lt_half_filled`: every other \(k_F\) with \(0<k_F<\pi\) gives a strictly smaller share.

The strict bounds on \(k_F\) describe a metal. In an empty or a full band all off-site elements vanish, and there is no weight to divide into shares.

The Fermi sea is assumed and not derived from a Hamiltonian. It is the ground state, for example, of nearest-neighbour hopping with the band minimum at \(q=0\). Interactions, temperature, lattice distortion and finite length do not enter, and neither does any value of \(V\).

## The sum over all distances

For \(d=0\) the integrand is 1, so \(P_0=2k_F/(2\pi)=k_F/\pi\). For \(d\ne0\),

\[
P_d=\frac1{2\pi}\left[\frac{\sin(qd)}{d}\right]_{-k_F}^{k_F}=\frac{\sin(k_Fd)}{\pi d}.
\]

Write \(x=k_F/\pi\), which lies in \([0,1]\), and consider the distances \(n\ge1\) on one side. Since \(\sin^2(k_Fn)=\tfrac12\bigl(1-\cos(2\pi nx)\bigr)\),

\[
\sum_{n\ge1}\frac{\sin^2(k_Fn)}{\pi^2n^2}
=\frac1{2\pi^2}\left[\sum_{n\ge1}\frac1{n^2}-\sum_{n\ge1}\frac{\cos(2\pi nx)}{n^2}\right].
\]

The first sum is \(\pi^2/6\). The second is the Fourier series of the second Bernoulli polynomial \(B_2(x)=x^2-x+\tfrac16\), with value \(\pi^2B_2(x)\) on \([0,1]\). Hence the one-sided sum is

\[
\frac1{2\pi^2}\left[\frac{\pi^2}6-\pi^2\left(x^2-x+\frac16\right)\right]=\frac{x(1-x)}2 .
\]

The other side contributes the same amount, so

\[
\sum_{d\ne0}P_d^2=x(1-x)=P_0-P_0^2 .
\]

## The share and its maximum

The two nearest neighbours contribute \(2\sin^2k_F/\pi^2\), and the whole sum is \(k_F(\pi-k_F)/\pi^2\). Their ratio is

\[
S(k_F)=\frac{2\sin^2k_F}{k_F(\pi-k_F)} .
\]

At \(k_F=\pi/2\) the sum is \(\tfrac12-\tfrac14=\tfrac14\), and the share is \(2/(\pi^2/4)=8/\pi^2\approx0.8106\).

For any other partial filling, let \(t=|\pi/2-k_F|\), so that \(0<t<\pi/2\). Then \(\sin k_F=\cos t\) and \(k_F(\pi-k_F)=\pi^2/4-t^2\). Jordan's inequality \(\sin t>2t/\pi\) gives

\[
\sin^2k_F=1-\sin^2t<1-\frac{4t^2}{\pi^2}=\frac4{\pi^2}\left(\frac{\pi^2}4-t^2\right)=\frac4{\pi^2}\,k_F(\pi-k_F).
\]

Multiplying by 2 and dividing by the positive number \(k_F(\pi-k_F)\) yields \(S(k_F)<8/\pi^2\).

## A Fermi wavevector beyond the zone boundary

Suppose the upper bound on \(k_F\) is removed, and take \(k_F=3\pi/2\). The integral then counts some Bloch states twice, and \(P_0=3/2\) violates the Pauli principle. For every integer \(d\) we have \(\sin^2(3\pi d/2)=\sin^2(\pi d/2)\), so the off-site squares still sum to \(1/4\). But \(P_0-P_0^2=-3/4\), and the sum rule fails. It fails in the same way for every \(k_F>\pi\), because \(P_0-P_0^2\) is then negative while a sum of squares is not.

The same value also defeats the strict maximum. The share at \(3\pi/2\) is again \(8/\pi^2\), equal to the half-filled one and not smaller.

## The Lean file

```lean
import Mathlib

open Real

namespace IntersiteVMetallicChain

noncomputable section

/-- Density matrix element between two sites at distance `d` in a chain whose plane waves
are filled for wavevectors from `-kF` to `kF`. -/
def bondOrder (kF : ℝ) (d : ℤ) : ℝ :=
  (∫ q in (-kF)..kF, Real.cos (q * d)) / (2 * π)

/-- Share of the two nearest neighbours in the sum of squared density matrix elements over
all nonzero distances, for a partly filled band, `0 < kF < π`. -/
def nearestShare (kF : ℝ) : ℝ :=
  (bondOrder kF 1 ^ 2 + bondOrder kF (-1) ^ 2) /
    ∑' d : {d : ℤ // d ≠ 0}, bondOrder kF d ^ 2

/-- The on-site element of the density matrix is `kF / π`. -/
theorem bondOrder_zero (kF : ℝ) : bondOrder kF 0 = kF / π := by
  simp only [bondOrder, Int.cast_zero, mul_zero, Real.cos_zero,
    intervalIntegral.integral_const, smul_eq_mul]
  ring

/-- At nonzero distance `d` the density matrix element is `sin (kF d) / (π d)`. -/
theorem bondOrder_of_ne_zero (kF : ℝ) {d : ℤ} (hd : d ≠ 0) :
    bondOrder kF d = Real.sin (kF * d) / (π * d) := by
  have hd' : (d : ℝ) ≠ 0 := Int.cast_ne_zero.mpr hd
  rw [bondOrder, intervalIntegral.integral_comp_mul_right (fun x => Real.cos x) hd',
    integral_cos, neg_mul, Real.sin_neg, smul_eq_mul]
  ring

/-- For `0 ≤ kF ≤ π`, the squares of `sin (kF n) / (π n)` over the distances on one side of a site
sum to half of `(kF / π) (1 - kF / π)`. The sum formally includes `n = 0`, whose term is zero by
Lean's convention for division by zero. -/
theorem hasSum_one_side {kF : ℝ} (h0 : 0 ≤ kF) (h1 : kF ≤ π) :
    HasSum (fun n : ℕ => (Real.sin (kF * n) / (π * n)) ^ 2)
      (kF / π * (1 - kF / π) / 2) := by
  have hπ : π ≠ 0 := Real.pi_ne_zero
  have hx : kF / π ∈ Set.Icc (0 : ℝ) 1 :=
    ⟨div_nonneg h0 Real.pi_pos.le, (div_le_one Real.pi_pos).mpr h1⟩
  -- the second Bernoulli polynomial
  have hB : (Polynomial.map (algebraMap ℚ ℝ) (Polynomial.bernoulli 2)).eval (kF / π)
      = (kF / π) ^ 2 - kF / π + 1 / 6 := by
    have h2 : bernoulli 2 = 1 / 6 := by
      rw [bernoulli_eq_bernoulli'_of_ne_one (by decide), bernoulli'_two]
    simp [Polynomial.bernoulli, Finset.sum_range_succ, h2, bernoulli_one]
    ring
  have h := hasSum_one_div_nat_pow_mul_cos one_ne_zero hx
  rw [show 2 * 1 = 2 from rfl, hB] at h
  -- sin² is half of one minus the cosine of the double angle
  have hs := (hasSum_zeta_two.sub h).mul_left (1 / (2 * π ^ 2))
  have hf : (fun n : ℕ => (Real.sin (kF * n) / (π * n)) ^ 2) = fun n : ℕ =>
      1 / (2 * π ^ 2) *
        (1 / (n : ℝ) ^ 2 - 1 / (n : ℝ) ^ 2 * Real.cos (2 * π * n * (kF / π))) := by
    funext n
    have hc : Real.cos (2 * π * n * (kF / π)) = 1 - 2 * Real.sin (kF * n) ^ 2 := by
      rw [show 2 * π * n * (kF / π) = 2 * (kF * n) by field_simp,
        Real.cos_two_mul, Real.cos_sq']
      ring
    rw [hc]
    ring
  have hv : kF / π * (1 - kF / π) / 2 = 1 / (2 * π ^ 2) *
      (π ^ 2 / 6 - (-1) ^ (1 + 1) * (2 * π) ^ 2 / 2 / (Nat.factorial 2 : ℝ) *
        ((kF / π) ^ 2 - kF / π + 1 / 6)) := by
    have hc : π ^ 2 * (π ^ 2)⁻¹ = 1 := mul_inv_cancel₀ (pow_ne_zero 2 hπ)
    rw [Nat.factorial_two, Nat.cast_ofNat]
    generalize kF / π = x
    linear_combination (-(x * (1 - x) / 2)) * hc
  rw [hf, hv]
  exact hs

/-- Sum rule for `0 ≤ kF ≤ π`: the squared density matrix elements over all nonzero
distances add up to `P₀ - P₀²`, where `P₀` is the on-site element. -/
theorem offsite_sum_rule {kF : ℝ} (h0 : 0 ≤ kF) (h1 : kF ≤ π) :
    HasSum (fun d : {d : ℤ // d ≠ 0} => bondOrder kF d ^ 2)
      (bondOrder kF 0 - bondOrder kF 0 ^ 2) := by
  have hN := hasSum_one_side h0 h1
  obtain ⟨g, hg⟩ : ∃ g : ℤ → ℝ, ∀ d, g d = (Real.sin (kF * d) / (π * d)) ^ 2 :=
    ⟨_, fun _ => rfl⟩
  have g0 : g 0 = 0 := by simp [hg]
  -- the two sides of the site contribute equally
  have hr : HasSum (fun n : ℕ => g n) (kF / π * (1 - kF / π) / 2) := by
    simpa only [hg, Int.cast_natCast] using hN
  have hl : HasSum (fun n : ℕ => g (-(n : ℤ))) (kF / π * (1 - kF / π) / 2) := by
    simpa only [hg, Int.cast_neg, Int.cast_natCast, mul_neg, Real.sin_neg,
      neg_div_neg_eq] using hN
  have hZ := hr.of_nat_of_neg hl
  rw [g0] at hZ
  have hsupp : Function.support g ⊆ {d : ℤ | d ≠ 0} := by
    intro d hd h
    exact Function.mem_support.mp hd (by rw [h, g0])
  have hS := (hasSum_subtype_iff_of_support_subset hsupp).mpr hZ
  have e : (fun d : {d : ℤ // d ≠ 0} => bondOrder kF d ^ 2) =
      fun d : {d : ℤ // d ≠ 0} => g d := by
    funext d
    rw [hg, bondOrder_of_ne_zero kF d.2]
  have hv : kF / π - (kF / π) ^ 2 =
      kF / π * (1 - kF / π) / 2 + kF / π * (1 - kF / π) / 2 - 0 := by ring
  rw [e, bondOrder_zero, hv]
  exact hS

/-- For a partly filled band, `0 < kF < π`, the two nearest neighbours supply the share
`2 sin² kF / (kF (π - kF))`. -/
theorem nearestShare_eq {kF : ℝ} (h0 : 0 < kF) (h1 : kF < π) :
    nearestShare kF = 2 * Real.sin kF ^ 2 / (kF * (π - kF)) := by
  have hπ : π ≠ 0 := Real.pi_ne_zero
  have hk : kF ≠ 0 := h0.ne'
  have hs : π - kF ≠ 0 := (sub_pos.mpr h1).ne'
  have hd : kF / π - (kF / π) ^ 2 = kF * (π - kF) / π ^ 2 := by
    field_simp
  rw [nearestShare, (offsite_sum_rule h0.le h1.le).tsum_eq, bondOrder_zero, hd,
    bondOrder_of_ne_zero kF one_ne_zero,
    bondOrder_of_ne_zero kF (show (-1 : ℤ) ≠ 0 by norm_num)]
  simp only [Int.cast_neg, Int.cast_one, mul_neg, mul_one, Real.sin_neg, neg_div_neg_eq]
  field_simp
  ring

/-- In the half-filled chain the squared density matrix elements over all nonzero distances
sum to `1/4`, and the two nearest neighbours supply exactly the fraction `8/π²`. -/
theorem half_filled_chain :
    HasSum (fun d : {d : ℤ // d ≠ 0} => bondOrder (π / 2) d ^ 2) (1 / 4) ∧
      nearestShare (π / 2) = 8 / π ^ 2 := by
  have hπ := Real.pi_pos
  constructor
  · have h := offsite_sum_rule (kF := π / 2) (by linarith) (by linarith)
    have hP : bondOrder (π / 2) 0 = 1 / 2 := by
      rw [bondOrder_zero]
      field_simp
    rw [hP] at h
    convert h using 1
    norm_num
  · rw [nearestShare_eq (by linarith) (by linarith), Real.sin_pi_div_two,
      show π - π / 2 = π / 2 by ring]
    ring

/-- The nearest-neighbour share at half filling lies between 81 and 81.1 percent. -/
theorem half_filled_percentage :
    0.81 < nearestShare (π / 2) ∧ nearestShare (π / 2) < 0.811 := by
  have hl := Real.pi_gt_d4
  have hu := Real.pi_lt_d4
  have hp : 0 < π ^ 2 := by positivity
  rw [half_filled_chain.2]
  constructor
  · rw [lt_div_iff₀ hp]
    nlinarith
  · rw [div_lt_iff₀ hp]
    nlinarith

/-- Among partly filled bands, `0 < kF < π`, every filling other than one half gives the
nearest neighbours a strictly smaller share than half filling does. -/
theorem nearestShare_lt_half_filled {kF : ℝ} (h0 : 0 < kF) (h1 : kF < π)
    (hne : kF ≠ π / 2) : nearestShare kF < nearestShare (π / 2) := by
  have hπ := Real.pi_pos
  -- t measures the distance of the Fermi wavevector from half filling
  obtain ⟨t, ht⟩ : ∃ t, t = |π / 2 - kF| := ⟨_, rfl⟩
  have ht0 : 0 < t := by
    rw [ht]
    exact abs_pos.mpr (sub_ne_zero.mpr hne.symm)
  have ht1 : t < π / 2 := by
    rw [ht, abs_lt]
    constructor <;> linarith
  have ht2 : t ^ 2 = (π / 2 - kF) ^ 2 := by rw [ht, sq_abs]
  have hcos : Real.sin kF = Real.cos t := by
    rw [ht, Real.cos_abs, Real.cos_pi_div_two_sub]
  -- Jordan's inequality
  have hj : 2 * t < π * Real.sin t := by
    have h := mul_lt_mul_of_pos_left (Real.mul_lt_sin ht0 ht1) hπ
    have e : π * (2 / π * t) = 2 * t := by field_simp
    linarith
  have hsq : (2 * t) ^ 2 < (π * Real.sin t) ^ 2 :=
    pow_lt_pow_left₀ hj (by linarith) two_ne_zero
  have hsin : Real.sin kF ^ 2 * π ^ 2 = π ^ 2 - (π * Real.sin t) ^ 2 := by
    rw [hcos, Real.cos_sq']
    ring
  rw [half_filled_chain.2, nearestShare_eq h0 h1,
    div_lt_div_iff₀ (mul_pos h0 (sub_pos.mpr h1)) (by positivity)]
  nlinarith

end

end IntersiteVMetallicChain
```

```lean
#print axioms IntersiteVMetallicChain.half_filled_chain
#print axioms IntersiteVMetallicChain.half_filled_percentage
#print axioms IntersiteVMetallicChain.nearestShare_lt_half_filled
```

```
'IntersiteVMetallicChain.half_filled_chain' depends on axioms: [propext, Classical.choice, Quot.sound]
'IntersiteVMetallicChain.half_filled_percentage' depends on axioms: [propext, Classical.choice, Quot.sound]
'IntersiteVMetallicChain.nearestShare_lt_half_filled' depends on axioms: [propext, Classical.choice, Quot.sound]
```

## From the integral to the sum rule in Lean

`bondOrder_zero` and `bondOrder_of_ne_zero` evaluate the integral. The second substitutes \(qd\) for the integration variable, which requires \(d\neq0\), and then applies `integral_cos`.

`hasSum_one_side` is the one-sided sum. The step `hs` subtracts the cosine series from `hasSum_zeta_two`, the sum of \(1/n^2\), and multiplies by \(1/(2\pi^2)\). Two equalities connect this to the claim: `hf` rewrites each term through the double angle, and `hv` simplifies the value to \(x(1-x)/2\).

`offsite_sum_rule` joins the two sides. It introduces an auxiliary function `g` on all integers, given by the square of \(\sin(k_Fd)/(\pi d)\). At \(d=0\) Lean's convention for division by zero makes `g` vanish, whereas \(P_0\) is \(k_F/\pi\); this is why the proof sums `g` and not `bondOrder` over the integers. The hypotheses `hr` and `hl` are the sums over \(n\) and \(-n\), and `HasSum.of_nat_of_neg` combines them, subtracting the term at zero that both contain. Since `g` is supported on the nonzero integers, the sum passes to the subtype, where `g` agrees with the squared `bondOrder`.

## From the sum rule to the maximum in Lean

In `nearestShare_eq`, the `tsum_eq` of the sum rule replaces the infinite sum in the denominator by its value, and the rest is algebra with nonzero denominators. `half_filled_chain` inserts \(k_F=\pi/2\) into the two general results. `half_filled_percentage` clears the denominator \(\pi^2\) and uses the bounds \(3.1415<\pi<3.1416\).

`nearestShare_lt_half_filled` follows the argument with \(t\). The step `hj` is Jordan's inequality multiplied by \(\pi\), and `hsq` is its square, which is legitimate because \(2t\) is nonnegative. The step `hsin` expresses \(\pi^2\sin^2k_F\) through \(\sin t\). After `div_lt_div_iff₀` has cross-multiplied the two fractions, the goal amounts to

\[
2\pi^2\sin^2k_F<8\,k_F(\pi-k_F),
\]

which `nlinarith` obtains from `hsq`, `hsin` and the formula `ht2` for \(t^2\).

## Bernoulli polynomials as cosine series

The cosine series in the sum rule is evaluated by a Mathlib theorem, `hasSum_one_div_nat_pow_mul_cos`. For a nonzero natural number \(k\) and \(x\in[0,1]\), it states

\[
\sum_{n\ge1}\frac{\cos(2\pi nx)}{n^{2k}}=\frac{(-1)^{k+1}(2\pi)^{2k}}{2\,(2k)!}\,B_{2k}(x).
\]

The file uses \(k=1\), supplied by the argument `one_ne_zero`, and the prefactor becomes \(\pi^2\). The second argument, `hx`, is the proof that \(k_F/\pi\) lies in \([0,1]\). This is where the physical range of the Fermi wavevector enters: the cosine series is periodic in \(x\), while the polynomial is not, so the two agree only on the unit interval.

Mathlib defines Bernoulli polynomials with rational coefficients. The theorem therefore speaks of `Polynomial.bernoulli 2` after its coefficients have been mapped into the reals by `Polynomial.map (algebraMap ℚ ℝ)`. The step `hB` expands this object and evaluates it at \(k_F/\pi\), giving the explicit quadratic \(x^2-x+\tfrac16\). From there on, the proof handles an ordinary real expression.
